# With Thole damping of the form exp(−aR³/α), a > 0, the induced dipoles of two equal sites are stable at every distance R > 0 exactly when a ≤ 1

## Does damping remove the catastrophe, or only move it inwards?

Two undamped point dipoles of polarisability α polarise each other without limit as they approach. At separation R with R³ = 2α the induced-dipole equations become singular, and closer in the energy has no minimum. My force field uses Thole's exponential damping, with parameter a. But the damping factor on the isotropic part of the dipole tensor vanishes only like R³, which merely cancels the 1/R³. Can I be sure that no bad distance is left?

## For a ≤ 1 no bad distance is left

Yes, for two sites with the same isotropic polarisability and 0 < a ≤ 1, if your damping is the form with exp(−aR³/α). At a = 1 every R > 0 is stable, but the dipoles induced by fixed opposite fields on the two sites still grow without limit as R → 0. For a > 1, which means weaker damping, a bad distance exists. Thole's name is also attached to an exponential form whose exponent is linear in R; its a is a different parameter, and the threshold 1 does not apply to it.

Let n be the unit vector between the sites, x = aR³/α and t = α/R³, so that tx = a. With

s₃ = 1 − exp(−x), s₅ = 1 − (1+x)exp(−x),

the damped tensor is T = (3s₅ nnᵀ − s₃ I)/R³. For dipoles p and q, the matrix with diagonal blocks I and off-diagonal blocks −αT has the quadratic form

F = |p|² + |q|² − 2α p·Tq.

The eigenvalues of αT are A = t(3s₅ − s₃) along n and −C = −ts₃ across it. Both are smaller than tx = a in magnitude:

- Across: 1 > exp(−x) > 1 − x gives 0 < s₃ < x.
- Along, lower bound: 3s₅ − s₃ = 2 − (2+3x)exp(−x). Since (1+x)exp(−x) ≤ 1, adding x gives (2+x)(1 − (1+x)exp(−x)) + x²exp(−x) > 0.
- Along, upper bound: we need (2+3x)exp(−x) > 2 − x. For x < 1/2, use exp(−x) ≥ 1 − x; the margin is at least x(2−3x) > 0. For 1/2 ≤ x < 2, use exp(−x) ≥ (2−x)/3, which follows from e < 3 and the tangent at x = 1; the margin is at least (2−x)(3x−1)/3 > 0. For x ≥ 2 the right side is not positive.

Let k = max(|A|, |C|) < a ≤ 1. With s = p+q and d = p−q,

2α p·Tq = (s·αTs − d·αTd)/2 ≤ k(|s|² + |d|²)/2 = k(|p|² + |q|²).

Hence F ≥ (1−k)(|p|² + |q|²) > 0 unless both dipoles vanish.

If a > 1, choose aR³ = α(a−1), so x = a−1 and t = a/(a−1). From exp(a−1) ≥ a follows ts₃ ≥ 1. Antiparallel dipoles q = −p across n then give F = 2|p|²(1 − ts₃) ≤ 0.

**At the undamped singularity.** Take R³ = 2α and a = 1/2. Then x = 1, t = 1/2, s₃ ≈ 0.632 and s₅ ≈ 0.264, so A ≈ 0.080 and C ≈ 0.316. The smallest eigenvalue of the pair matrix is 1 − C ≈ 0.684; without damping it is 0.

## What the Lean theorems say

`tholeTensor` is T, in units with 4πε₀ = 1, and `pairMatrix` is the 6×6 matrix, indexed by `Fin 3 ⊕ Fin 3`, one summand per site. The hypothesis `n ⬝ᵥ n = 1` makes n a unit vector. `PosDef` means symmetric with F > 0 for every nonzero vector. Despite its name, `pair_energy` computes F, which is 2α times the field-free energy.

`no_polarisation_catastrophe` is the stability result, and `stable_at_all_distances_iff` adds that a ≤ 1 is necessary. `induced_dipoles_unique` says that, for 0 < a ≤ 1, each applied field E gives exactly one solution of the induced-dipole equations for two sites. Some polarisable simulations solve the many-site version of these equations, usually approximately, at each step. A molecule has many sites, often with unequal polarisabilities, and positive definite pairs do not by themselves make the whole matrix positive definite.

```lean
import Mathlib

open Matrix

namespace TholeExponentialDamping

noncomputable section

/-- The screening factor `1 - exp (-x)` of the isotropic part of the dipole tensor. -/
def screen3 (x : ℝ) : ℝ := 1 - Real.exp (-x)

/-- The screening factor `1 - (1 + x) exp (-x)` of the axial part of the dipole tensor. -/
def screen5 (x : ℝ) : ℝ := 1 - (1 + x) * Real.exp (-x)

/-- Thole's exponentially damped dipole tensor for damping parameter `a`, polarisability `α ≠ 0`,
distance `R ≠ 0` and direction `n`. -/
def tholeTensor (a α R : ℝ) (n : Fin 3 → ℝ) : Matrix (Fin 3) (Fin 3) ℝ :=
  (1 / R ^ 3) • ((3 * screen5 (a * R ^ 3 / α)) • vecMulVec n n
    - screen3 (a * R ^ 3 / α) • (1 : Matrix (Fin 3) (Fin 3) ℝ))

/-- The matrix of the induced-dipole equations of two sites of polarisability `α`
coupled by the tensor `T`. -/
def pairMatrix (α : ℝ) (T : Matrix (Fin 3) (Fin 3) ℝ) :
    Matrix (Fin 3 ⊕ Fin 3) (Fin 3 ⊕ Fin 3) ℝ :=
  fromBlocks 1 (-(α • T)) (-(α • T)) 1

/-- For `x > 0` the transverse coupling `screen3 x` is smaller than `x` in magnitude. -/
theorem transverse_bound {x : ℝ} (hx : 0 < x) : |screen3 x| < x := by
  have h1 := Real.add_one_lt_exp (neg_ne_zero.mpr hx.ne')
  have h2 : Real.exp (-x) < 1 := Real.exp_lt_one_iff.mpr (by linarith)
  unfold screen3
  rw [abs_lt]
  constructor <;> linarith

/-- For `x > 0` the axial coupling `3 screen5 x - screen3 x` is smaller than `x` in magnitude. -/
theorem axial_bound {x : ℝ} (hx : 0 < x) : |3 * screen5 x - screen3 x| < x := by
  have he := Real.exp_pos (-x)
  have hinv : Real.exp (-x) * Real.exp x = 1 := by
    rw [← Real.exp_add]; simp
  have h1 : (1 + x) * Real.exp (-x) ≤ 1 := by
    nlinarith [mul_le_mul_of_nonneg_left (Real.add_one_le_exp x) he.le]
  unfold screen3 screen5
  rw [abs_lt]
  constructor
  · nlinarith [mul_pos (mul_pos hx hx) he,
      mul_nonneg (by linarith : (0 : ℝ) ≤ 2 + x) (sub_nonneg.mpr h1)]
  · rcases lt_or_ge x (1 / 2) with hs | hs
    · -- short range: tangent to the exponential at the origin
      have h2 := Real.add_one_le_exp (-x)
      nlinarith [mul_nonneg (by linarith : (0 : ℝ) ≤ 2 + 3 * x) (sub_nonneg.mpr h2),
        mul_pos hx (by linarith : (0 : ℝ) < 2 - 3 * x)]
    · rcases lt_or_ge x 2 with hm | hm
      · -- middle range: tangent at `x = 1`
        have h3 : (1 : ℝ) / 3 ≤ Real.exp (-1) := by
          have h4 : Real.exp (-1) * Real.exp 1 = 1 := by
            rw [← Real.exp_add]; simp
          nlinarith [Real.exp_one_lt_d9, Real.exp_pos (-1)]
        have h5 : Real.exp (-x) = Real.exp (-1) * Real.exp (1 - x) := by
          rw [← Real.exp_add]; congr 1; ring
        have h6 : 2 - x ≤ Real.exp (1 - x) := by
          linarith [Real.add_one_le_exp (1 - x)]
        have h7 : 1 / 3 * (2 - x) ≤ Real.exp (-x) := by
          rw [h5]
          exact mul_le_mul h3 h6 (by linarith) (Real.exp_pos _).le
        nlinarith [mul_nonneg (by linarith : (0 : ℝ) ≤ 2 + 3 * x) (sub_nonneg.mpr h7),
          mul_nonneg (by linarith : (0 : ℝ) ≤ x - 1 / 2) (by linarith : (0 : ℝ) ≤ 2 - x)]
      · nlinarith [mul_pos hx he]

/-- The quadratic form of the pair matrix for dipoles `p` and `q`: two self terms and the
damped dipole-dipole coupling. -/
theorem pair_energy (a α R : ℝ) (n p q : Fin 3 → ℝ) :
    Sum.elim p q ⬝ᵥ (pairMatrix α (tholeTensor a α R n) *ᵥ Sum.elim p q) =
      p ⬝ᵥ p + q ⬝ᵥ q - 2 * (α / R ^ 3 * (3 * screen5 (a * R ^ 3 / α) * (n ⬝ᵥ p) * (n ⬝ᵥ q)
        - screen3 (a * R ^ 3 / α) * (p ⬝ᵥ q))) := by
  unfold tholeTensor
  generalize screen3 (a * R ^ 3 / α) = c
  generalize screen5 (a * R ^ 3 / α) = b
  simp [pairMatrix, dotProduct, Matrix.mulVec, Fintype.sum_sum_type, Fin.sum_univ_three,
    vecMulVec_apply, Matrix.one_apply]
  ring

/-- If the transverse coupling `c` and the axial coupling `b - c` are at most `k` in magnitude,
twice the coupling of any two dipoles `p` and `q`, on sites separated along the unit vector `n`, is
at most `k` times the sum of their self terms. -/
theorem coupling_bound {b c k : ℝ} {n : Fin 3 → ℝ} (hn : n ⬝ᵥ n = 1)
    (hc : |c| ≤ k) (hb : |b - c| ≤ k) (p q : Fin 3 → ℝ) :
    2 * (b * (n ⬝ᵥ p) * (n ⬝ᵥ q) - c * (p ⬝ᵥ q)) ≤ k * (p ⬝ᵥ p + q ⬝ᵥ q) := by
  -- Cauchy-Schwarz with the unit vector
  have cs : ∀ u : Fin 3 → ℝ, (n ⬝ᵥ u) ^ 2 ≤ u ⬝ᵥ u := by
    intro u
    have h := Finset.sum_mul_sq_le_sq_mul_sq Finset.univ n u
    have h1 : ∑ i, n i ^ 2 = 1 := by
      rw [← hn]; simp [dotProduct, pow_two]
    have h2 : ∑ i, u i ^ 2 = u ⬝ᵥ u := by
      simp [dotProduct, pow_two]
    rw [h1, h2, one_mul] at h
    exact h
  -- in-phase and out-of-phase combinations decouple
  have hs := cs (p + q)
  have hd := cs (p - q)
  simp only [dotProduct_add, add_dotProduct, dotProduct_sub, sub_dotProduct,
    dotProduct_comm q p] at hs hd
  obtain ⟨c1, c2⟩ := abs_le.mp hc
  obtain ⟨b1, b2⟩ := abs_le.mp hb
  nlinarith [mul_nonneg (by linarith : 0 ≤ k + c) (sub_nonneg.mpr hs),
    mul_nonneg (by linarith : 0 ≤ k - c) (sub_nonneg.mpr hd),
    mul_nonneg (by linarith : 0 ≤ k + c - b) (sq_nonneg (n ⬝ᵥ p + n ⬝ᵥ q)),
    mul_nonneg (by linarith : 0 ≤ k - c + b) (sq_nonneg (n ⬝ᵥ p - n ⬝ᵥ q))]

/-- For `α, R > 0`, `0 < a ≤ 1` and a unit vector `n`, the pair matrix with Thole's exponential
damping is positive definite. -/
theorem no_polarisation_catastrophe {a α R : ℝ} {n : Fin 3 → ℝ} (ha : 0 < a) (ha1 : a ≤ 1)
    (hα : 0 < α) (hR : 0 < R) (hn : n ⬝ᵥ n = 1) :
    (pairMatrix α (tholeTensor a α R n)).PosDef := by
  rw [posDef_iff_dotProduct_mulVec]
  constructor
  · have hT : (tholeTensor a α R n)ᵀ = tholeTensor a α R n := by
      ext i j
      fin_cases i <;> fin_cases j <;> simp [tholeTensor, vecMulVec_apply, mul_comm]
    rw [Matrix.IsHermitian, conjTranspose_eq_transpose_of_trivial, pairMatrix,
      fromBlocks_transpose]
    simp [hT]
  · intro v hv
    obtain ⟨p, q, rfl⟩ : ∃ p q, v = Sum.elim p q :=
      ⟨v ∘ Sum.inl, v ∘ Sum.inr, (Sum.elim_comp_inl_inr v).symm⟩
    have hpq : 0 < p ⬝ᵥ p + q ⬝ᵥ q := by
      obtain ⟨i, hi⟩ := Function.ne_iff.mp hv
      have h : 0 < ∑ j, Sum.elim p q j * Sum.elim p q j :=
        Finset.sum_pos' (fun j _ => mul_self_nonneg _)
          ⟨i, Finset.mem_univ i, mul_self_pos.mpr hi⟩
      rw [Fintype.sum_sum_type] at h
      exact h
    rw [star_trivial, pair_energy]
    have hx : 0 < a * R ^ 3 / α := by positivity
    have ht : 0 < α / R ^ 3 := by positivity
    have htx : α / R ^ 3 * (a * R ^ 3 / α) = a := by field_simp
    generalize a * R ^ 3 / α = x at *
    generalize α / R ^ 3 = t at *
    -- both scaled couplings stay below one
    have hsc : ∀ y : ℝ, |y| < x → |t * y| < 1 := by
      intro y hy
      rw [abs_mul, abs_of_pos ht]
      linarith [mul_lt_mul_of_pos_left hy ht]
    have hk := max_lt (hsc _ (transverse_bound hx)) (hsc _ (axial_bound hx))
    have hb := coupling_bound (b := t * (3 * screen5 x)) (c := t * screen3 x) hn
      (le_max_left _ |t * (3 * screen5 x - screen3 x)|)
      (by rw [← mul_sub]; exact le_max_right _ _) p q
    nlinarith [mul_pos (sub_pos.mpr hk) hpq]

/-- For `α > 0` and `a > 1`, positive definiteness fails at the distance given by
`a R ^ 3 = α (a - 1)`. -/
theorem catastrophe_of_weak_damping {a α R : ℝ} (n : Fin 3 → ℝ) (ha : 1 < a) (hα : 0 < α)
    (hR : a * R ^ 3 = α * (a - 1)) :
    ¬ (pairMatrix α (tholeTensor a α R n)).PosDef := by
  intro h
  have ha0 : 0 < a := by linarith
  have hR3 : 0 < R ^ 3 := by
    by_contra hneg
    nlinarith [mul_pos hα (sub_pos.mpr ha), mul_nonneg ha0.le (neg_nonneg.mpr (not_lt.mp hneg))]
  -- a dipole perpendicular to the axis
  obtain ⟨p, hp, hnp⟩ : ∃ p : Fin 3 → ℝ, p ≠ 0 ∧ n ⬝ᵥ p = 0 := by
    by_cases h0 : n 0 = 0
    · refine ⟨![1, 0, 0], fun e => ?_, ?_⟩
      · simpa using congrFun e 0
      · simp [dotProduct, Fin.sum_univ_three, h0]
    · refine ⟨![-n 1, n 0, 0], fun e => h0 ?_, ?_⟩
      · simpa using congrFun e 1
      · simp [dotProduct, Fin.sum_univ_three]
        ring
  have hne : Sum.elim p (-p) ≠ 0 := fun e => hp (funext fun i => congrFun e (Sum.inl i))
  have hpos := (posDef_iff_dotProduct_mulVec.mp h).2 hne
  have hx : a * R ^ 3 / α = a - 1 := by
    rw [hR]; field_simp
  rw [star_trivial, pair_energy, hx] at hpos
  simp only [dotProduct_neg, neg_dotProduct, hnp, neg_neg] at hpos
  have hs : a - 1 ≤ a * screen3 (a - 1) := by
    have h1 : Real.exp (-(a - 1)) * Real.exp (a - 1) = 1 := by
      rw [← Real.exp_add]; simp
    unfold screen3
    nlinarith [mul_le_mul_of_nonneg_left (Real.add_one_le_exp (a - 1))
      (Real.exp_pos (-(a - 1))).le]
  have hc : 1 ≤ α / R ^ 3 * screen3 (a - 1) := by
    rw [div_mul_eq_mul_div, le_div_iff₀ hR3, one_mul]
    refine le_of_mul_le_mul_left ?_ ha0
    nlinarith [mul_le_mul_of_nonneg_left hs hα.le]
  have hpp : 0 ≤ p ⬝ᵥ p := Finset.sum_nonneg fun i _ => mul_self_nonneg (p i)
  nlinarith [mul_nonneg (sub_nonneg.mpr hc) hpp]

/-- For `a, α > 0` and a unit vector `n`, the pair matrix is positive definite at every distance
exactly when `a ≤ 1`. -/
theorem stable_at_all_distances_iff {a α : ℝ} {n : Fin 3 → ℝ} (ha : 0 < a) (hα : 0 < α)
    (hn : n ⬝ᵥ n = 1) :
    (∀ R : ℝ, 0 < R → (pairMatrix α (tholeTensor a α R n)).PosDef) ↔ a ≤ 1 := by
  constructor
  · intro h
    by_contra hlt
    have ha1 : 1 < a := not_le.mp hlt
    have hy : 0 < α * (a - 1) / a := div_pos (mul_pos hα (sub_pos.mpr ha1)) ha
    refine catastrophe_of_weak_damping n ha1 hα ?_
      (h ((α * (a - 1) / a) ^ (((3 : ℕ) : ℝ)⁻¹)) (Real.rpow_pos_of_pos hy _))
    rw [Real.rpow_inv_natCast_pow hy.le (by norm_num)]
    field_simp
  · intro ha1 R hR
    exact no_polarisation_catastrophe ha ha1 hα hR hn

/-- For `α, R > 0`, `0 < a ≤ 1` and a unit vector `n`, every applied field `E` on the two sites
induces exactly one set of dipoles `μ`. -/
theorem induced_dipoles_unique {a α R : ℝ} {n : Fin 3 → ℝ} (ha : 0 < a) (ha1 : a ≤ 1)
    (hα : 0 < α) (hR : 0 < R) (hn : n ⬝ᵥ n = 1) (E : Fin 3 ⊕ Fin 3 → ℝ) :
    ∃! μ : Fin 3 ⊕ Fin 3 → ℝ, pairMatrix α (tholeTensor a α R n) *ᵥ μ = α • E := by
  have hdet := (no_polarisation_catastrophe ha ha1 hα hR hn).det_pos.ne'.isUnit
  refine ⟨(pairMatrix α (tholeTensor a α R n))⁻¹ *ᵥ (α • E), ?_, ?_⟩
  · change _ *ᵥ (_ *ᵥ _) = _
    rw [Matrix.mulVec_mulVec, Matrix.mul_nonsing_inv _ hdet, Matrix.one_mulVec]
  · intro μ hμ
    rw [← hμ, Matrix.mulVec_mulVec, Matrix.nonsing_inv_mul _ hdet, Matrix.one_mulVec]

end

end TholeExponentialDamping
```

```lean
#print axioms TholeExponentialDamping.stable_at_all_distances_iff
#print axioms TholeExponentialDamping.induced_dipoles_unique
```

```
'TholeExponentialDamping.stable_at_all_distances_iff' depends on axioms: [propext, Classical.choice, Quot.sound]
'TholeExponentialDamping.induced_dipoles_unique' depends on axioms: [propext, Classical.choice, Quot.sound]
```

## From the estimates to the Lean proof

`transverse_bound` and `axial_bound` are the estimates on s₃ and 3s₅ − s₃, with the same three ranges of x; `nlinarith` receives the products that form the margins. `coupling_bound` is the step with s and d. Its `c` is C and its `b` is A + C, and `cs` is Cauchy–Schwarz, (n·u)² ≤ |u|². The four products at its end separate the parts of s and d along and across n.

The main theorem checks symmetry, splits the vector into p and q, and uses `htx`, the identity tx = a, to get k < 1. `catastrophe_of_weak_damping` constructs a dipole perpendicular to n and inserts the antiparallel pair. The equivalence takes a cube root to find the bad R. Uniqueness follows from the positive determinant, which makes the matrix invertible.
